# With small-angle weight a > 0, the Bloch–Grüneisen Lorenz ratio vanishes as T²

Take a metal in which phonons degrade the charge current at rate 1 and the heat current at rate 1 + 3a x²/π², where x = Θ/T is the Debye temperature over the temperature and a > 0 is a constant. The ratio of the two rates, multiplied by x², is

x² / (1 + 3a x²/π²) = 1 / (1/x² + 3a/π²),

which tends to π²/(3a) as x → ∞. The ratio itself therefore falls as 1/x², that is, as T². The full model multiplies both rates by the same factor (T/Θ)⁵ J₅, where J₅ is an integral over the phonon spectrum, and subtracts from the heat rate a term with the same power of T and a second integral, J₇. Both integrals saturate at low temperature, so the J₇ term becomes negligible beside the x² term, the common factor cancels, and the limit is the same.

## The limit and two companion results

For x > 0 and integers n ≥ 2 define the Bloch integrals and the thermal bracket

Jₙ(x) = ∫₀ˣ sⁿ / ((e^s − 1)(1 − e^(−s))) ds,

B(x) = (1 + 3a x²/π²) J₅(x) − J₇(x)/(2π²).

The electrical resistivity ρ and the electronic thermal resistivity W are

ρ = C (T/Θ)⁵ J₅(Θ/T),

W = C/(L₀T) · (T/Θ)⁵ B(Θ/T),

with a coupling prefactor C > 0 and a reference Lorenz number L₀ > 0. The Lorenz number is L = ρ/(TW). Then:

- For a > 0, L/(L₀T²) → π²/(3aΘ²) as T → 0⁺.
- For every real a, L/L₀ → 1 as T → ∞.
- For a ≥ 1/6, 0 < L/L₀ ≤ 1 at every T > 0.

The constant a weights small-angle inelastic scattering, which relaxes a heat current efficiently and a charge current hardly at all. In the usual free-electron form it is the squared ratio of the Fermi wavevector to the Debye wavevector.

## Electronic thermal conductivity estimated from resistivity

A code that has ρ but not W may estimate the electronic thermal conductivity as L₀T/ρ. In this phonon-only model the estimate is L₀/L times the model's own value 1/W. For a > 0 this factor grows as 3aΘ²/(π²T²) as T → 0⁺, so at low enough temperature the estimate is much too large. For a ≥ 1/6 it is never too small at any temperature. A code that evaluates both resistivities from these formulas can test its low-temperature branch by checking that (Θ/T)² L/L₀ approaches π²/(3a).

## From the kernel bound to the T² law

**Saturation.** For s > 0, 1 + s ≤ e^s gives (1 + s)e^(−s) ≤ 1, hence

s ≤ (1 + s)(1 − e^(−s)).

The denominator of the kernel equals e^s (1 − e^(−s))². Squaring the inequality, multiplying by s^m and dividing by this denominator gives

s^(m+2) / ((e^s − 1)(1 − e^(−s))) ≤ s^m (1 + s)² e^(−s).

The right side is integrable on the half line. The kernel is positive, so for every n ≥ 2, Jₙ(x) tends to a finite Iₙ > 0. The same bound controls the tail that is lost when a quadrature is cut off at large s.

**Low temperature.** Divide numerator and denominator by x²:

x² J₅/B = J₅ / ((1/x² + 3a/π²) J₅ − J₇/(2π²x²)) → I₅ / (3a I₅/π²) = π²/(3a).

In L = ρ/(TW) the factors C and (T/Θ)⁵ cancel, which leaves L/L₀ = J₅(x)/B(x) at x = Θ/T. Since 1/T² = x²/Θ²,

L/(L₀T²) = (x² J₅/B)/Θ² → π²/(3aΘ²).

**High temperature.** On 0 ≤ s ≤ x we have s² ≤ x², so Jₙ₊₂(x) ≤ x² Jₙ(x). Thus 0 < J₇/J₅ ≤ x², and

L/L₀ = 1 / (1 + 3a x²/π² − J₇/(2π²J₅)) → 1 as x → 0⁺.

**Upper bound.** If a ≥ 1/6, then 3a x² J₅ ≥ x² J₅/2 ≥ J₇/2. Hence B ≥ J₅ > 0, and the ratio lies between 0 and 1.

## Lean source

```lean
import Mathlib

open Real Set MeasureTheory Filter Topology

namespace PhononLimitedLorenz

noncomputable section

/-- The Bloch kernel `s^n / ((e^s - 1)(1 - e^(-s)))` at reduced phonon energy `s ≠ 0`. -/
def blochKernel (n : ℕ) (s : ℝ) : ℝ :=
  s ^ n / ((Real.exp s - 1) * (1 - Real.exp (-s)))

/-- The Bloch integral `J_n(x)` for `n ≥ 2`: the Bloch kernel integrated from `0` to `x`. -/
def blochIntegral (n : ℕ) (x : ℝ) : ℝ := ∫ s in (0 : ℝ)..x, blochKernel n s

/-- The bracket of the thermal resistivity at `x = Θ/T`: elastic-like scattering,
small-angle inelastic scattering (weight `a`), and the `J_7` correction. -/
def thermalBracket (a x : ℝ) : ℝ :=
  (1 + 3 * a * x ^ 2 / π ^ 2) * blochIntegral 5 x - blochIntegral 7 x / (2 * π ^ 2)

/-- Bloch–Grüneisen electrical resistivity with prefactor `C` and Debye temperature `Θ ≠ 0`,
at temperature `T ≠ 0`. -/
def resistivity (C Θ T : ℝ) : ℝ := C * (T / Θ) ^ 5 * blochIntegral 5 (Θ / T)

/-- Electronic thermal resistivity due to phonons, for nonzero `L₀`, `Θ` and `T`. -/
def thermalResistivity (C L₀ a Θ T : ℝ) : ℝ :=
  C / (L₀ * T) * (T / Θ) ^ 5 * thermalBracket a (Θ / T)

/-- The Lorenz number: electrical resistivity over temperature times thermal resistivity,
where `T` and the thermal resistivity are nonzero. -/
def lorenzNumber (C L₀ a Θ T : ℝ) : ℝ :=
  resistivity C Θ T / (T * thermalResistivity C L₀ a Θ T)

/-- The Bloch kernel is positive at positive phonon energy. -/
theorem blochKernel_pos (n : ℕ) {s : ℝ} (hs : 0 < s) : 0 < blochKernel n s := by
  have h1 : 1 < Real.exp s := Real.one_lt_exp_iff.2 hs
  have h2 : Real.exp (-s) < 1 := Real.exp_lt_one_iff.2 (by linarith)
  exact div_pos (pow_pos hs n) (mul_pos (by linarith) (by linarith))

/-- At positive phonon energy the Bloch kernel of order `m + 2` is at most
`s^m (1 + s)^2 e^(-s)`. -/
theorem blochKernel_le (m : ℕ) {s : ℝ} (hs : 0 < s) :
    blochKernel (m + 2) s ≤ s ^ m * (1 + s) ^ 2 * Real.exp (-s) := by
  have h1 : 1 < Real.exp s := Real.one_lt_exp_iff.2 hs
  have h2 : Real.exp (-s) < 1 := Real.exp_lt_one_iff.2 (by linarith)
  have hE : Real.exp (-s) * Real.exp s = 1 := by
    rw [← Real.exp_add, neg_add_cancel, Real.exp_zero]
  -- `(1 + s) e^(-s) ≤ 1` gives `s ≤ (1 + s) (1 - e^(-s))`
  have h3 : (1 + s) * Real.exp (-s) ≤ 1 := by
    have h := mul_le_mul_of_nonneg_left (Real.add_one_le_exp s) (Real.exp_pos (-s)).le
    linarith
  have h4 : s ^ 2 ≤ ((1 + s) * (1 - Real.exp (-s))) ^ 2 :=
    pow_le_pow_left₀ hs.le (by linarith) 2
  unfold blochKernel
  rw [div_le_iff₀ (mul_pos (by linarith) (by linarith))]
  calc s ^ (m + 2) = s ^ m * s ^ 2 := by ring
    _ ≤ s ^ m * ((1 + s) * (1 - Real.exp (-s))) ^ 2 :=
        mul_le_mul_of_nonneg_left h4 (pow_pos hs m).le
    _ = s ^ m * (1 + s) ^ 2 * Real.exp (-s) *
          ((Real.exp s - 1) * (1 - Real.exp (-s))) := by
        linear_combination (-(s ^ m * (1 + s) ^ 2 * (1 - Real.exp (-s)))) * hE

/-- For order `n ≥ 2` the Bloch kernel is integrable over all positive phonon energies. -/
theorem blochKernel_integrable {n : ℕ} (hn : 2 ≤ n) :
    IntegrableOn (blochKernel n) (Ioi 0) := by
  obtain ⟨m, rfl⟩ : ∃ m, n = m + 2 := ⟨n - 2, by omega⟩
  have g : ∀ k : ℕ, Integrable (fun s : ℝ => Real.exp (-s) * s ^ k)
      (volume.restrict (Ioi 0)) := by
    intro k
    have h := Real.GammaIntegral_convergent (s := (k : ℝ) + 1) (by positivity)
    simp only [add_sub_cancel_right, Real.rpow_natCast] at h
    exact h
  have hb : Integrable (fun s : ℝ => Real.exp (-s) * s ^ m
      + 2 * (Real.exp (-s) * s ^ (m + 1)) + Real.exp (-s) * s ^ (m + 2))
      (volume.restrict (Ioi 0)) :=
    ((g m).add ((g (m + 1)).const_mul 2)).add (g (m + 2))
  have hm : Measurable (blochKernel (m + 2)) := by
    change Measurable (fun s : ℝ =>
      s ^ (m + 2) / ((Real.exp s - 1) * (1 - Real.exp (-s))))
    fun_prop
  refine Integrable.mono' hb hm.aestronglyMeasurable
    (ae_restrict_of_forall_mem measurableSet_Ioi fun s hs => ?_)
  have h := blochKernel_le m hs
  have e : s ^ m * (1 + s) ^ 2 * Real.exp (-s) = Real.exp (-s) * s ^ m
      + 2 * (Real.exp (-s) * s ^ (m + 1)) + Real.exp (-s) * s ^ (m + 2) := by ring
  rw [e] at h
  rw [Real.norm_of_nonneg (blochKernel_pos _ hs).le]
  exact h

/-- For `n ≥ 2` and `x > 0` the Bloch integrals obey `0 < J_n(x)` and
`J_(n+2)(x) ≤ x^2 J_n(x)`. -/
theorem blochIntegral_bounds {n : ℕ} (hn : 2 ≤ n) {x : ℝ} (hx : 0 < x) :
    0 < blochIntegral n x ∧ blochIntegral (n + 2) x ≤ x ^ 2 * blochIntegral n x := by
  have ii : ∀ k, 2 ≤ k → IntervalIntegrable (blochKernel k) volume 0 x := fun k hk =>
    (intervalIntegrable_iff_integrableOn_Ioc_of_le hx.le).2
      ((blochKernel_integrable hk).mono_set Ioc_subset_Ioi_self)
  refine ⟨intervalIntegral.intervalIntegral_pos_of_pos_on (ii n hn)
    (fun s hs => blochKernel_pos n hs.1) hx, ?_⟩
  unfold blochIntegral
  rw [← intervalIntegral.integral_const_mul]
  refine intervalIntegral.integral_mono_on hx.le (ii (n + 2) (by omega))
    ((ii n hn).const_mul _) fun s hs => ?_
  have e : blochKernel (n + 2) s = s ^ 2 * blochKernel n s := by
    unfold blochKernel
    ring
  have h0 : 0 ≤ blochKernel n s := by
    rcases hs.1.eq_or_lt with h | h
    · rw [← h]
      simp [blochKernel]
    · exact (blochKernel_pos n h).le
  rw [e]
  exact mul_le_mul_of_nonneg_right (pow_le_pow_left₀ hs.1 hs.2 2) h0

/-- For `n ≥ 2` the Bloch integral `J_n(x)` saturates at a finite positive value
as `x` tends to infinity. -/
theorem blochIntegral_saturates {n : ℕ} (hn : 2 ≤ n) :
    ∃ I : ℝ, 0 < I ∧ Tendsto (blochIntegral n) atTop (𝓝 I) := by
  have hi := blochKernel_integrable hn
  refine ⟨∫ s in Ioi 0, blochKernel n s, ?_,
    intervalIntegral_tendsto_integral_Ioi 0 hi tendsto_id⟩
  have h1 := (blochIntegral_bounds hn one_pos).1
  unfold blochIntegral at h1
  rw [intervalIntegral.integral_of_le zero_le_one] at h1
  exact h1.trans_le (setIntegral_mono_set hi
    (ae_restrict_of_forall_mem measurableSet_Ioi fun s hs => (blochKernel_pos n hs).le)
    Ioc_subset_Ioi_self.eventuallyLE)

/-- For `a > 0`, `x^2 J_5(x)` over the thermal bracket tends to `π^2/(3a)`
as `x = Θ/T` tends to infinity. -/
theorem reduced_ratio_tendsto {a : ℝ} (ha : 0 < a) :
    Tendsto (fun x => x ^ 2 * blochIntegral 5 x / thermalBracket a x) atTop
      (𝓝 (π ^ 2 / (3 * a))) := by
  obtain ⟨I, hI, h5⟩ := blochIntegral_saturates (n := 5) (by norm_num)
  obtain ⟨K, -, h7⟩ := blochIntegral_saturates (n := 7) (by norm_num)
  have hpi := Real.pi_pos
  have hu : Tendsto (fun x : ℝ => (x ^ 2)⁻¹) atTop (𝓝 0) :=
    tendsto_inv_atTop_zero.comp (tendsto_pow_atTop two_ne_zero)
  -- the bracket divided by `x^2` keeps only the small-angle term
  have hden := ((hu.add_const (3 * a / π ^ 2)).mul h5).sub
    ((h7.div_const (2 * π ^ 2)).mul hu)
  rw [zero_add, mul_zero, sub_zero] at hden
  have hlim : I / (3 * a / π ^ 2 * I) = π ^ 2 / (3 * a) := by field_simp
  rw [← hlim]
  refine (h5.div hden (by positivity)).congr' ?_
  filter_upwards [eventually_gt_atTop 0] with x hx
  have hx2 : x ^ 2 ≠ 0 := by positivity
  have h := mul_inv_cancel₀ hx2
  have hD : thermalBracket a x = x ^ 2 * (((x ^ 2)⁻¹ + 3 * a / π ^ 2) * blochIntegral 5 x
      - blochIntegral 7 x / (2 * π ^ 2) * (x ^ 2)⁻¹) := by
    unfold thermalBracket
    linear_combination (-(blochIntegral 5 x - blochIntegral 7 x / (2 * π ^ 2))) * h
  rw [hD, mul_div_mul_left _ _ hx2]
  rfl

/-- For positive `C`, `L₀`, `Θ`, `T` and every real `a`, the Lorenz number in units of `L₀` is
`J_5(Θ/T)` over the thermal bracket. -/
theorem lorenzNumber_div {C L₀ Θ T : ℝ} (a : ℝ) (hC : 0 < C) (hL : 0 < L₀) (hΘ : 0 < Θ)
    (hT : 0 < T) :
    lorenzNumber C L₀ a Θ T / L₀ = blochIntegral 5 (Θ / T) / thermalBracket a (Θ / T) := by
  have key : ∀ p J D : ℝ, p ≠ 0 →
      C * p * J / (T * (C / (L₀ * T) * p * D)) / L₀ = J / D := by
    intro p J D hp
    rcases eq_or_ne D 0 with rfl | hD
    · simp
    · field_simp
  exact key _ _ _ (by positivity)

/-- Phonon-limited Lorenz ratio at low temperature: for positive `C`, `L₀`, `a`, `Θ`,
`L/(L₀ T^2)` tends to `π^2/(3 a Θ^2)` as `T` tends to zero from above. -/
theorem lorenz_low_temperature {C L₀ a Θ : ℝ} (hC : 0 < C) (hL : 0 < L₀) (ha : 0 < a)
    (hΘ : 0 < Θ) :
    Tendsto (fun T => lorenzNumber C L₀ a Θ T / L₀ / T ^ 2) (𝓝[>] 0)
      (𝓝 (π ^ 2 / (3 * a * Θ ^ 2))) := by
  have hx : Tendsto (fun T : ℝ => Θ / T) (𝓝[>] 0) atTop := by
    simpa only [div_eq_mul_inv] using tendsto_inv_nhdsGT_zero.const_mul_atTop hΘ
  have h := ((reduced_ratio_tendsto ha).comp hx).div_const (Θ ^ 2)
  rw [div_div] at h
  refine h.congr' ?_
  filter_upwards [self_mem_nhdsWithin] with T hT
  have hT' : 0 < T := hT
  have k : ∀ J D : ℝ, (Θ / T) ^ 2 * J / D / Θ ^ 2 = J / D / T ^ 2 := by
    intro J D
    have e : (Θ / T) ^ 2 / Θ ^ 2 = 1 / T ^ 2 := by field_simp
    linear_combination (J / D) * e
  rw [lorenzNumber_div a hC hL hΘ hT']
  exact k _ _

/-- Wiedemann–Franz law at high temperature: for positive `C`, `L₀`, `Θ`, the ratio `L/L₀`
tends to one as `T` tends to infinity. -/
theorem lorenz_high_temperature {C L₀ Θ : ℝ} (a : ℝ) (hC : 0 < C) (hL : 0 < L₀)
    (hΘ : 0 < Θ) :
    Tendsto (fun T => lorenzNumber C L₀ a Θ T / L₀) atTop (𝓝 1) := by
  have hx : Tendsto (fun T : ℝ => Θ / T) atTop (𝓝 0) :=
    tendsto_const_nhds.div_atTop tendsto_id
  have hx2 : Tendsto (fun T : ℝ => (Θ / T) ^ 2) atTop (𝓝 0) := by
    simpa using hx.pow 2
  -- `J_7/J_5` is squeezed between `0` and `(Θ/T)^2`
  have hr : Tendsto (fun T : ℝ => blochIntegral 7 (Θ / T) / blochIntegral 5 (Θ / T))
      atTop (𝓝 0) := by
    refine squeeze_zero' ?_ ?_ hx2
    · filter_upwards [eventually_gt_atTop 0] with T hT
      exact (div_pos (blochIntegral_bounds (by norm_num) (div_pos hΘ hT)).1
        (blochIntegral_bounds (by norm_num) (div_pos hΘ hT)).1).le
    · filter_upwards [eventually_gt_atTop 0] with T hT
      have b := blochIntegral_bounds (n := 5) (by norm_num) (div_pos hΘ hT)
      exact (div_le_iff₀ b.1).2 b.2
  have hden := ((hx2.const_mul (3 * a / π ^ 2)).const_add 1).sub (hr.div_const (2 * π ^ 2))
  rw [mul_zero, add_zero, zero_div, sub_zero] at hden
  have hinv := hden.inv₀ one_ne_zero
  rw [inv_one] at hinv
  refine hinv.congr' ?_
  filter_upwards [eventually_gt_atTop 0] with T hT
  have h5 := (blochIntegral_bounds (n := 5) (by norm_num) (div_pos hΘ hT)).1

  have hD : thermalBracket a (Θ / T) = blochIntegral 5 (Θ / T) *
      (1 + 3 * a / π ^ 2 * (Θ / T) ^ 2
        - blochIntegral 7 (Θ / T) / blochIntegral 5 (Θ / T) / (2 * π ^ 2)) := by
    have h' : blochIntegral 5 (Θ / T) *
        (blochIntegral 7 (Θ / T) / blochIntegral 5 (Θ / T)) = blochIntegral 7 (Θ / T) := by
      rw [mul_comm, div_mul_cancel₀ _ h5.ne']
    unfold thermalBracket
    linear_combination (1 / (2 * π ^ 2)) * h'
  rw [lorenzNumber_div a hC hL hΘ hT, hD, div_mul_cancel_left₀ h5.ne']

/-- For `a ≥ 1/6` and positive `C`, `L₀`, `Θ`, `T`, the ratio `L/L₀` is positive
and at most one. -/
theorem lorenz_le_sommerfeld {C L₀ a Θ T : ℝ} (hC : 0 < C) (hL : 0 < L₀) (ha : 1 / 6 ≤ a)
    (hΘ : 0 < Θ) (hT : 0 < T) :
    0 < lorenzNumber C L₀ a Θ T / L₀ ∧ lorenzNumber C L₀ a Θ T / L₀ ≤ 1 := by
  rw [lorenzNumber_div a hC hL hΘ hT]
  have hx : 0 < Θ / T := div_pos hΘ hT
  generalize Θ / T = x at hx ⊢
  obtain ⟨h5, h7⟩ := blochIntegral_bounds (n := 5) (by norm_num) hx
  have h7' : blochIntegral 7 x ≤ x ^ 2 * blochIntegral 5 x := h7
  have hD : thermalBracket a x = blochIntegral 5 x
      + (3 * a * (x ^ 2 * blochIntegral 5 x) - blochIntegral 7 x / 2) / π ^ 2 := by
    unfold thermalBracket
    ring
  -- the small-angle term outweighs the `J_7` correction
  have hn : 0 ≤ 3 * a * (x ^ 2 * blochIntegral 5 x) - blochIntegral 7 x / 2 := by
    have hp : 0 ≤ (a - 1 / 6) * (x ^ 2 * blochIntegral 5 x) :=
      mul_nonneg (by linarith) (by positivity)
    linarith
  have hle : blochIntegral 5 x ≤ thermalBracket a x := by
    rw [hD]
    exact le_add_of_nonneg_right (div_nonneg hn (sq_nonneg π))
  have hpos := h5.trans_le hle
  exact ⟨div_pos h5 hpos, (div_le_one hpos).2 hle⟩

end

end PhononLimitedLorenz
```

```lean
#print axioms PhononLimitedLorenz.lorenz_low_temperature
-- 'PhononLimitedLorenz.lorenz_low_temperature' depends on axioms: [propext, Classical.choice, Quot.sound]
#print axioms PhononLimitedLorenz.lorenz_high_temperature
-- 'PhononLimitedLorenz.lorenz_high_temperature' depends on axioms: [propext, Classical.choice, Quot.sound]
#print axioms PhononLimitedLorenz.lorenz_le_sommerfeld
-- 'PhononLimitedLorenz.lorenz_le_sommerfeld' depends on axioms: [propext, Classical.choice, Quot.sound]
```

## What the theorems say about the metal

`blochIntegral n x` is Jₙ(x), `thermalBracket a x` is B(x), and `resistivity`, `thermalResistivity` and `lorenzNumber` are ρ, W and L. All quantities are real numbers without units, so `Θ` and `T` must be given on the same absolute scale. In `lorenz_low_temperature`, `𝓝[>] 0` means that T approaches zero through positive values. In `reduced_ratio_tendsto`, `atTop` means x → ∞.

The formulas for ρ and W are definitions; they are not derived from a Boltzmann equation. `L₀` is any positive number, so `lorenz_high_temperature` recovers the constancy of the Lorenz number within the model but not its Sommerfeld value (π²/3)(k_B/e)². Impurities, Umklapp processes, electron–electron scattering and anisotropy are absent. The limits carry no error estimate at finite T, and nothing is said about floating-point evaluation.

For a < 1/6 the file does not fix the sign of the bracket. Should it vanish at some temperature, Lean's division makes the ratio 0 there, and `lorenzNumber_div` still holds.

## How the lemmas carry the derivation

`blochKernel_le` is the exponential bound, and `blochKernel_integrable` compares it with three Gamma-function integrands. `blochIntegral_bounds` proves positivity and Jₙ₊₂ ≤ x² Jₙ by comparing integrands. `blochIntegral_saturates` identifies the limit with the integral over the half line, and gets its positivity from the part between 0 and 1.

`reduced_ratio_tendsto` assembles the limit of B/x² as `hden` and divides. `lorenzNumber_div` cancels the prefactors, and `lorenz_low_temperature` substitutes x = Θ/T. At high temperature, `squeeze_zero'` traps J₇/J₅ between 0 and (Θ/T)². In `lorenz_le_sommerfeld`, the hypothesis on a enters through the nonnegative product `hp`.

## Changing the function under a limit with `congr'`

The limit laws apply directly to J₅ divided by the rescaled bracket, but the theorem speaks of x² J₅/B. `Filter.Tendsto.congr'` transfers a limit from one function to another if the two agree eventually along the filter. `filter_upwards` then reduces the task to an algebraic identity at a single x > 0, where x² can be cancelled. The same device lets `lorenz_low_temperature` use the formula for L/L₀ only at positive T, where it has been proved.

The rescaled bracket has a nonzero limit, and this is all that the quotient rule needs. No lower bound on B at finite x enters, so the low-temperature law holds for every a > 0, including values below 1/6.

## A model with residual resistivity

The definitions could have included elastic impurity scattering, with a constant ρ₀ > 0 added to ρ and ρ₀/(L₀T) added to W. The low-temperature conclusion would then change. The phonon part of ρ vanishes as T⁵ and that of TW as T³, so the impurity terms dominate and L returns to L₀ as T → 0⁺. That variant would need a theorem of its own. For a code the difference matters: the T² law tests the phonon contribution alone, with any residual resistivity switched off.
